# Loss peaks of a Drude-metal slab supercell at oblique momentum transfer, and their shift with vacuum thickness and direction

A supercell repeats a flat metal slab and a vacuum layer along the surface normal. The metal fills a fraction f of the cell, with 0 < f < 1. Its plasma frequency is wp > 0, the frequency is w, and permittivities are relative to vacuum. All quantities are real numbers, written ℝ in Lean.

```lean
import Mathlib

noncomputable section

namespace SlabSupercellLoss

/-- Undamped Drude permittivity of the metal at a frequency `w ≠ 0`. -/
def drude (wp w : ℝ) : ℝ := 1 - wp ^ 2 / w ^ 2
```

A `def` introduces a name for a formula. This one is the Drude permittivity

ε = 1 − wp²/w².

It describes free carriers without damping, so a loss peak is infinitely sharp and its position is a zero of a real function. The response is also local: ε does not depend on the wavevector.

```lean
/-- In-plane mean permittivity of metal (fraction `f`, permittivity `e`) and vacuum. -/
def inPlaneMean (f e : ℝ) : ℝ := f * e + 1 - f
```

The argument `e` stands for the metal permittivity ε. The in-plane mean is

P = fε + 1 − f.

```lean
/-- Normal mean permittivity of metal and vacuum layers, for `e ≠ 0` and
`f / e + 1 - f ≠ 0`. -/
def normalMean (f e : ℝ) : ℝ := 1 / (f / e + 1 - f)
```

The normal mean averages inverse permittivities:

N = 1/(f/ε + 1 − f).

```lean
/-- Permittivity along a unit direction whose squared in-plane component is `s`,
on the domain of `normalMean`. -/
def directional (s f e : ℝ) : ℝ := s * inPlaneMean f e + (1 - s) * normalMean f e
```

Let s be the squared in-plane component of the unit vector along the momentum transfer. A uniaxial medium with permittivity P in the plane and N along the normal has, along that direction, the permittivity

sP + (1 − s)N.

This projection enters as a definition. It describes the non-retarded, long-wavelength limit, in which the probe sees only cell averages.

```lean
/-- A loss pole: a nonzero frequency at which the normal mean is well defined and the
directional permittivity of the supercell vanishes. -/
def IsLossPole (wp f s w : ℝ) : Prop :=
  w ≠ 0 ∧ drude wp w ≠ 0 ∧ f / drude wp w + 1 - f ≠ 0 ∧
    directional s f (drude wp w) = 0
```

Without damping, the loss function of a medium, which is the imaginary part of −1 divided by its permittivity, peaks where that permittivity vanishes, so a loss pole is a zero of sP + (1 − s)N. The symbol `∧` means "and". The first three conditions make ε and N meaningful. They matter because Lean sets 1/0 = 0: at f = 1/2 and w² = wp²/2 one has P = 0 and a vanishing denominator in N, which for s < 1 would produce a false zero. The definition is meant for oblique directions, 0 < s < 1. At s = 0 it leaves out the bulk plasmon at w = wp, where ε = 0 and N tends to zero. At s = 1 and f = 1/2 it leaves out the zero of P at w² = wp²/2.

```lean
/-- The dimensionless splitting of the two candidate squared loss frequencies, for
`4 s f (1 - f) ≤ 1`. -/
def splitting (s f : ℝ) : ℝ := √(1 - 4 * (s * (f * (1 - f))))

/-- The lower candidate for a squared loss frequency, for `4 s f (1 - f) ≤ 1`. -/
def lowerSq (wp f s : ℝ) : ℝ := wp ^ 2 * (1 - splitting s f) / 2

/-- The upper candidate for a squared loss frequency, for `4 s f (1 - f) ≤ 1`. -/
def upperSq (wp f s : ℝ) : ℝ := wp ^ 2 * (1 + splitting s f) / 2
```

These definitions name the expected answer. With

r = √(1 − 4sf(1 − f)),

called `splitting`, the two squared frequencies are

`lowerSq` = wp²(1 − r)/2,
`upperSq` = wp²(1 + r)/2.

Whether they are loss poles remains to be proved.

## The two means from the layer fields

```lean
/-- For a nonzero metal permittivity, the denominator of the normal mean is a single
fraction. -/
theorem series_denominator {f e : ℝ} (he : e ≠ 0) :
    f / e + 1 - f = (f + (1 - f) * e) / e := by
  rw [eq_div_iff he]
  have h : f / e * e = f := div_mul_cancel₀ f he
  linear_combination h
```

In a `theorem`, the hypotheses stand before the colon that introduces the claim, and the proof follows `:=`. Here `he` says ε ≠ 0, and the claim is

f/ε + 1 − f = (f + (1 − f)ε)/ε.

The proof multiplies by ε and uses (f/ε)ε = f. The tactic `linear_combination` checks that an equation follows from named equations by adding multiples of them.

```lean
/-- If the tangential field `Ex` is common to both layers and the normal displacement is
continuous, the mean displacement is the mean field times the in-plane or normal mean
permittivity, provided the latter is well defined. -/
theorem mean_displacement {f e Ex Em Ev : ℝ} (he : e ≠ 0)
    (hd : f / e + 1 - f ≠ 0) (hD : e * Em = Ev) :
    f * (e * Ex) + (1 - f) * Ex = inPlaneMean f e * Ex ∧
      f * (e * Em) + (1 - f) * Ev = normalMean f e * (f * Em + (1 - f) * Ev) := by
  constructor
  · unfold inPlaneMean
    ring
  · -- the mean normal field is the common displacement times the mean of 1 / e
    have h1 : f / e * e = f := div_mul_cancel₀ f he
    have h2 : f * Em + (1 - f) * Ev = (f / e + 1 - f) * Ev := by
      rw [← hD]
      linear_combination (-Em) * h1
    rw [h2, normalMean, ← mul_assoc (1 / (f / e + 1 - f)), one_div_mul_cancel hd, hD]
    ring
```

This justifies P and N. The tangential field Ex is the same in both layers, so the mean displacement is

fεEx + (1 − f)Ex = P·Ex.

Along the normal the displacement is continuous. With normal fields Em in the metal and Ev in vacuum, this reads εEm = Ev, which is hypothesis `hD`. The common displacement is therefore Ev, and the mean field is

fEm + (1 − f)Ev = (f/ε + 1 − f)Ev.

Dividing by the bracket, nonzero by `hd`, gives mean displacement = N × mean field. The tactic `constructor` splits the claim into these two parts, and `h2` is the mean-field equation.

## From a vanishing permittivity to a quadratic

```lean
/-- Where the normal mean is well defined, the directional permittivity vanishes exactly
when a polynomial in the metal permittivity does. -/
theorem directional_eq_zero_iff {s f e : ℝ} (he : e ≠ 0) (hd : f / e + 1 - f ≠ 0) :
    directional s f e = 0 ↔
      s * (f * e + 1 - f) * (f + (1 - f) * e) + (1 - s) * e = 0 := by
  have hD : f + (1 - f) * e ≠ 0 := by
    intro h
    apply hd
    rw [series_denominator he, h, zero_div]
  have h1 : e / (f + (1 - f) * e) * (f + (1 - f) * e) = e := div_mul_cancel₀ e hD
  have h2 : directional s f e * (f + (1 - f) * e) =
      s * (f * e + 1 - f) * (f + (1 - f) * e) + (1 - s) * e := by
    rw [directional, inPlaneMean, normalMean, series_denominator he, one_div_div,
      add_mul, mul_assoc (1 - s), h1]
  rw [← h2, mul_eq_zero]
  exact (or_iff_left hD).symm
```

The symbol `↔` means "if and only if". By the single-fraction form,

N = ε/(f + (1 − f)ε).

Multiplying sP + (1 − s)N by the nonzero factor f + (1 − f)ε gives

s(fε + 1 − f)(f + (1 − f)ε) + (1 − s)ε.

One expression vanishes exactly when the other does. In the proof, `hD` shows that the factor is nonzero and `h2` is the multiplied identity.

```lean
/-- For `wp > 0` and `s`, `f` strictly between 0 and 1, the loss poles are the roots of a
quadratic equation in the squared frequency. -/
theorem isLossPole_iff_secular {wp f s : ℝ} (hwp : 0 < wp) (hf : 0 < f) (hf1 : f < 1)
    (hs : 0 < s) (hs1 : s < 1) (w : ℝ) :
    IsLossPole wp f s w ↔
      w ^ 4 - wp ^ 2 * w ^ 2 + s * (f * (1 - f)) * wp ^ 4 = 0 := by
  have hg : 0 < 1 - f := sub_pos.2 hf1
  have ht : 0 < 1 - s := sub_pos.2 hs1
  have hp : 0 < s * (f * (1 - f)) * wp ^ 4 := by positivity
  have hq : 0 < (1 - s) * (f * (1 - f)) * wp ^ 4 := by positivity
  have hk : w ≠ 0 → drude wp w * w ^ 2 = w ^ 2 - wp ^ 2 := by
    intro hw
    rw [drude, sub_mul, one_mul, div_mul_cancel₀ _ (pow_ne_zero 2 hw)]
  -- multiplying the polynomial condition by w ^ 4 gives the secular equation
  have key : w ≠ 0 → w ^ 4 * (s * (f * drude wp w + 1 - f) *
      (f + (1 - f) * drude wp w) + (1 - s) * drude wp w) =
      w ^ 4 - wp ^ 2 * w ^ 2 + s * (f * (1 - f)) * wp ^ 4 := by
    intro hw
    have h := hk hw
    generalize drude wp w = e at h ⊢
    calc _ = s * (f * (e * w ^ 2) + (1 - f) * w ^ 2) *
          (f * w ^ 2 + (1 - f) * (e * w ^ 2)) + (1 - s) * (e * w ^ 2) * w ^ 2 := by ring
      _ = _ := by rw [h]; ring
  constructor
  · rintro ⟨hw, he, hd, h⟩
    rw [directional_eq_zero_iff he hd] at h
    rw [← key hw, h, mul_zero]
  · intro h
    have hw : w ≠ 0 := by
      intro h0
      apply hp.ne'
      rw [h0] at h
      linear_combination h
    have hkw := hk hw
    have he : drude wp w ≠ 0 := by
      intro h0
      apply hp.ne'
      rw [h0, zero_mul] at hkw
      linear_combination h + w ^ 2 * hkw
    -- a root never sits on the pole of the normal mean, because s < 1
    have hd : f / drude wp w + 1 - f ≠ 0 := by
      rw [series_denominator he]
      refine div_ne_zero ?_ he
      intro h0
      have h1 : w ^ 2 - (1 - f) * wp ^ 2 = 0 := by
        linear_combination w ^ 2 * h0 - (1 - f) * hkw
      apply hq.ne'
      linear_combination (w ^ 2 - f * wp ^ 2) * h1 - h
    refine ⟨hw, he, hd, (directional_eq_zero_iff he hd).2 ?_⟩
    have h2 := key hw
    rw [h] at h2
    exact (mul_eq_zero.1 h2).resolve_left (pow_ne_zero 4 hw)
```

Now the Drude law enters as εw² = w² − wp², named `hk`. Multiply the polynomial by w⁴ and give each factor its share of w²:

(fε + 1 − f)w² = w² − f wp²,
(f + (1 − f)ε)w² = w² − (1 − f)wp².

The condition becomes

s(w² − f wp²)(w² − (1 − f)wp²) + (1 − s)w²(w² − wp²) = 0.

The first product expands to w⁴ − wp²w² + f(1 − f)wp⁴, so the weights s and 1 − s combine into

w⁴ − wp²w² + s f(1 − f)wp⁴ = 0.

The step `key` carries out this calculation, which settles the direction from loss pole to quadratic.

For the converse, a root of the quadratic must meet the three conditions in the definition of a loss pole:

- If w = 0, the quadratic reduces to s f(1 − f)wp⁴ = 0, which is impossible because the left side is positive.
- If ε = 0, then w² = wp², and the same impossible equation remains.
- If the denominator of N vanishes, then w² = (1 − f)wp². The term with weight s is then zero, and the other equals −(1 − s)f(1 − f)wp⁴, which is not zero.

These are `hw`, `he` and `hd` in the second half of the proof. The last case uses s < 1: for s = 1 the root w² = (1 − f)wp² does sit on the pole of N. Once the conditions hold, w⁴ can be divided out and the permittivity vanishes.

## The loss frequencies

```lean
/-- For `s ≤ 1` and `0 < f < 1`, the product `s f (1 - f)` is at most one quarter. -/
theorem weight_le {s f : ℝ} (hf : 0 < f) (hf1 : f < 1) (hs1 : s ≤ 1) :
    s * (f * (1 - f)) ≤ 1 / 4 := by
  have hF : 0 < f * (1 - f) := mul_pos hf (sub_pos.2 hf1)
  nlinarith [sq_nonneg (2 * f - 1), mul_nonneg (sub_nonneg.2 hs1) hF.le]
```

This bound keeps the square root real. By hand,

1/4 − s f(1 − f) = (2f − 1)²/4 + (1 − s)f(1 − f) ≥ 0.

The tactic `nlinarith` finds such an argument from the two nonnegative terms supplied to it.

```lean
/-- For `wp > 0` and `s`, `f` strictly between 0 and 1, the supercell has its loss poles
exactly at `w² = wp² (1 ± √(1 - 4 s f (1 - f))) / 2`. -/
theorem isLossPole_iff {wp f s : ℝ} (hwp : 0 < wp) (hf : 0 < f) (hf1 : f < 1)
    (hs : 0 < s) (hs1 : s < 1) (w : ℝ) :
    IsLossPole wp f s w ↔ w ^ 2 = lowerSq wp f s ∨ w ^ 2 = upperSq wp f s := by
  have hr : splitting s f ^ 2 = 1 - 4 * (s * (f * (1 - f))) :=
    Real.sq_sqrt (by linarith [weight_le hf hf1 hs1.le])
  have h : w ^ 4 - wp ^ 2 * w ^ 2 + s * (f * (1 - f)) * wp ^ 4 =
      (w ^ 2 - lowerSq wp f s) * (w ^ 2 - upperSq wp f s) := by
    unfold lowerSq upperSq
    linear_combination wp ^ 4 / 4 * hr
  rw [isLossPole_iff_secular hwp hf hf1 hs hs1, h, mul_eq_zero, sub_eq_zero, sub_eq_zero]
```

This is the main result. For 0 < f < 1 and 0 < s < 1, w is a loss pole exactly when

w² = wp²(1 ± √(1 − 4sf(1 − f)))/2.

The symbol `∨` means "or". Since r² = 1 − 4sf(1 − f), the two candidates have sum wp² and product

wp⁴(1 − r²)/4 = s f(1 − f)wp⁴.

The quadratic therefore factors as (w² − `lowerSq`)(w² − `upperSq`), which is `h` in the proof, and a product vanishes when one factor does. The theorem is stated for w², so w and −w are both loss poles.

```lean
/-- For `wp > 0` and `s`, `f` strictly between 0 and 1, the two squared loss frequencies
are distinct and lie strictly between 0 and `wp²`. -/
theorem loss_order {wp f s : ℝ} (hwp : 0 < wp) (hf : 0 < f) (hf1 : f < 1)
    (hs : 0 < s) (hs1 : s < 1) :
    0 < lowerSq wp f s ∧ lowerSq wp f s < upperSq wp f s ∧ upperSq wp f s < wp ^ 2 := by
  have hF : 0 < f * (1 - f) := mul_pos hf (sub_pos.2 hf1)
  have hx : 0 < s * (f * (1 - f)) := mul_pos hs hF
  have hx1 : 0 < 1 - 4 * (s * (f * (1 - f))) := by
    nlinarith [sq_nonneg (2 * f - 1), mul_pos (sub_pos.2 hs1) hF]
  have hr0 : 0 < splitting s f := Real.sqrt_pos.2 hx1
  have hr : splitting s f ^ 2 = 1 - 4 * (s * (f * (1 - f))) := Real.sq_sqrt hx1.le
  have hr1 : splitting s f < 1 := by nlinarith
  have hp : 0 < wp ^ 2 := by positivity
  have h1 := mul_pos hp hr0
  have h2 := mul_pos hp (sub_pos.2 hr1)
  unfold lowerSq upperSq
  refine ⟨?_, ?_, ?_⟩ <;> nlinarith
```

For s < 1 the expression under the root is positive, and it is below 1 because s f(1 − f) > 0. Hence 0 < r < 1, and

0 < wp²(1 − r)/2 < wp²(1 + r)/2 < wp².

There are thus two distinct positive loss frequencies, both below the plasma frequency of the metal.

## How the peaks move

```lean
/-- For `wp > 0`, the value `lowerSq` rises and `upperSq` falls when `s f (1 - f)` grows to a value
not above one quarter. -/
theorem peaks_approach {wp f s f' s' : ℝ} (hwp : 0 < wp)
    (h : s * (f * (1 - f)) < s' * (f' * (1 - f'))) (h' : s' * (f' * (1 - f')) ≤ 1 / 4) :
    lowerSq wp f s < lowerSq wp f' s' ∧ upperSq wp f' s' < upperSq wp f s := by
  have hr : splitting s' f' < splitting s f :=
    Real.sqrt_lt_sqrt (by linarith) (by linarith)
  have hp : 0 < wp ^ 2 := by positivity
  have h1 := mul_pos hp (sub_pos.2 hr)
  unfold lowerSq upperSq
  constructor <;> nlinarith
```

The frequencies depend on s and f only through s f(1 − f). If this product grows, r shrinks, the lower value rises and the upper one falls. The primed letters `s'` and `f'` belong to the larger product, and the bound of one quarter keeps its square root real.

```lean
/-- For `wp > 0` and `0 < f < 1`, turning the direction towards the plane (larger `s`, up to 1)
raises `lowerSq` and lowers `upperSq`. -/
theorem peaks_move_with_direction {wp f s s' : ℝ} (hwp : 0 < wp) (hf : 0 < f)
    (hf1 : f < 1) (h : s < s') (hs' : s' ≤ 1) :
    lowerSq wp f s < lowerSq wp f s' ∧ upperSq wp f s' < upperSq wp f s :=
  peaks_approach hwp (mul_lt_mul_of_pos_right h (mul_pos hf (sub_pos.2 hf1)))
    (weight_le hf hf1 hs')
```

At fixed f, a larger s means a momentum transfer closer to the surface plane. The product s f(1 − f) grows with s, so the two peaks approach each other. This theorem and the next are about the values `lowerSq` and `upperSq`. For 0 < s < 1 both are squared loss frequencies. At s = 1, which the theorems include, one of the two values is (1 − f)wp², which sits on the pole of N and so is not a loss pole in the sense defined above.

```lean
/-- For `wp > 0`, `0 < s ≤ 1` and a metal slab of thickness `d > 0`, widening the vacuum from
`L > 0` to `L'` with `d² < L L'` lowers `lowerSq` and raises `upperSq`. -/
theorem peaks_move_with_vacuum {wp s d L L' : ℝ} (hwp : 0 < wp) (hs : 0 < s)
    (hs1 : s ≤ 1) (hd : 0 < d) (hL : 0 < L) (h : L < L') (hdL : d ^ 2 < L * L') :
    lowerSq wp (d / (d + L')) s < lowerSq wp (d / (d + L)) s ∧
      upperSq wp (d / (d + L)) s < upperSq wp (d / (d + L')) s := by
  have hL' : 0 < L' := hL.trans h
  have a : 0 < d + L := by positivity
  have b : 0 < d + L' := by positivity
  have h1 : d / (d + L') < d / (d + L) := by
    rw [div_lt_div_iff₀ b a]
    nlinarith [mul_pos hd (sub_pos.2 h)]
  have h2 : d / (d + L') + d / (d + L) < 1 := by
    rw [div_add_div _ _ b.ne' a.ne', div_lt_one (mul_pos b a)]
    nlinarith
  have h3 : d / (d + L) < 1 := by
    rw [div_lt_one a]
    linarith
  -- f (1 - f) grows with f as long as the two fractions sum to less than one
  refine peaks_approach hwp (mul_lt_mul_of_pos_left ?_ hs) (weight_le (div_pos hd a) h3 hs1)
  nlinarith [mul_pos (sub_pos.2 h1) (sub_pos.2 h2)]

end SlabSupercellLoss
```

Now fix the metal thickness d and widen the vacuum from L to L'. The metal fraction falls from f = d/(d + L) to f' = d/(d + L'), which is `h1`. The change in the product is governed by

f(1 − f) − f'(1 − f') = (f − f')(1 − f − f').

The second factor is positive exactly when

d(2d + L + L') < (d + L)(d + L'),

that is, when d² < LL'. This is `h2`. The product then decreases and the peaks separate. The condition holds automatically once the initial vacuum is at least as thick as the metal. It is needed because f(1 − f) is largest at L = d: when L and L' are both smaller than d, widening brings the peaks together instead.

For supercell calculations of electron energy loss, this means that a peak read from the cell-averaged permittivity can shift with the chosen vacuum thickness, here shown for a local, undamped Drude slab with sharp interfaces. The theorems give peak positions but no intensities or widths.

```lean
#print axioms SlabSupercellLoss.isLossPole_iff
#print axioms SlabSupercellLoss.loss_order
#print axioms SlabSupercellLoss.peaks_move_with_direction
#print axioms SlabSupercellLoss.peaks_move_with_vacuum
```

```
'SlabSupercellLoss.isLossPole_iff' depends on axioms: [propext, Classical.choice, Quot.sound]
'SlabSupercellLoss.loss_order' depends on axioms: [propext, Classical.choice, Quot.sound]
'SlabSupercellLoss.peaks_move_with_direction' depends on axioms: [propext, Classical.choice, Quot.sound]
'SlabSupercellLoss.peaks_move_with_vacuum' depends on axioms: [propext, Classical.choice, Quot.sound]
```
